# For each constant term, exactly one formal power series $g$ makes $r^l g$ solve the radial Coulomb equation

Let $r$ be the distance between two particles with reduced mass $\mu$ and interaction $q/r$, in units with $\hbar=1$, so that $q<0$ means attraction. Let $l$ be the angular momentum, $E$ the energy of relative motion, and $u(r)=r^l g(r)$ the radial factor of the wavefunction itself (not $r$ times it, which is also often called $u$), with $g(r)=\sum_{k\ge 0}a_k r^k$ and the convention $a_{-1}=0$. The regular factor $g$ should then obey

$$r g''+2(l+1)g'=2\mu(q-Er)g .$$

I understand that $a_0$ determines all the other coefficients, with $a_1=\mu q a_0/(l+1)$ as the familiar cusp condition. Can this be made rigorous and machine-checked, including the existence of the series and the claim that every power-series solution $u$ really has the factor $r^l$?

## The recursion determines the whole series

Yes, for formal power series with real coefficients. Start from the radial Schrödinger equation

$$-\frac{1}{2\mu}\left(u''+\frac{2}{r}u'-\frac{l(l+1)}{r^2}u\right)+\frac{q}{r}u=Eu$$

and multiply it by $-2\mu r^2$:

$$r^2u''+2ru'-l(l+1)u=2\mu(qr-Er^2)u .$$

Insert $u=r^l g$. The terms in $g$ without derivatives carry the factor $l(l-1)+2l-l(l+1)=0$, so the left side becomes $r^{l+1}\left[rg''+2(l+1)g'\right]$. The right side is $r^{l+1}\,2\mu(q-Er)g$, and cancelling $r^{l+1}$ gives your equation.

Now compare coefficients of $r^k$. The term $rg''$ contributes $k(k+1)a_{k+1}$, and $2(l+1)g'$ contributes $2(l+1)(k+1)a_{k+1}$. Hence

$$(k+1)(k+2l+2)\,a_{k+1}=2\mu q\,a_k-2\mu E\,a_{k-1}.$$

The factor on the left is positive for every $k\ge 0$. The recursion can therefore always be solved for $a_{k+1}$, which gives both existence and uniqueness once $a_0$ is chosen. Its first two cases are

$$(2l+2)a_1=2\mu q\,a_0,\qquad 2(2l+3)a_2=2\mu q\,a_1-2\mu E\,a_0,$$

and eliminating $a_1$ yields

$$a_2=\frac{\mu\left[\mu q^2-(l+1)E\right]}{(l+1)(2l+3)}\,a_0 .$$

It remains to show that the factor $r^l$ is forced. Write $u=\sum_n b_n r^n$, with $b_{-1}=b_{-2}=0$. The radial equation says

$$\left[n(n+1)-l(l+1)\right]b_n=2\mu(q\,b_{n-1}-E\,b_{n-2}).$$

The bracket equals $(n-l)(n+l+1)$, which is negative for $n<l$. So $b_0,b_1,\dots,b_{l-1}$ vanish one after another. At $n=l$ the bracket and the right side are both zero, which leaves $b_l=a_0$ free.

The smallest angular momentum, $l=0$, gives a quick check. With $\mu=1$, $q=-1$, $E=-\tfrac12$ and $a_0=1$, the recursion is solved by $a_k=(-1)^k/k!$, the series of the hydrogen ground state $e^{-r}$.

Here is the complete Lean file.

```lean
import Mathlib

open PowerSeries

namespace CoulombCuspSeries

noncomputable section

local notation "D" => PowerSeries.derivative ℝ

/-- The reduced radial equation `r g'' + 2(l+1) g' = 2 mu (q - E r) g` for a formal power
series `g` in the distance `r`. -/
def ReducedEq (l : ℕ) (mu q E : ℝ) (g : PowerSeries ℝ) : Prop :=
  X * D (D g) + (2 * ((l : ℝ) + 1)) • D g = (2 * mu) • (q • g - E • (X * g))

/-- The radial Schrödinger equation with potential `q/r`, multiplied by `-2 mu r^2`:
`r^2 u'' + 2 r u' - l(l+1) u = 2 mu (q r - E r^2) u`. -/
def RadialEq (l : ℕ) (mu q E : ℝ) (u : PowerSeries ℝ) : Prop :=
  X ^ 2 * D (D u) + (2 : ℝ) • (X * D u) - ((l : ℝ) * (l + 1)) • u
    = (2 * mu) • (q • (X * u) - E • (X ^ 2 * u))

/-- The coefficient `a(k-1)` of a series, with `a(-1) = 0`. -/
def prevCoeff (g : PowerSeries ℝ) : ℕ → ℝ
  | 0 => 0
  | k + 1 => coeff k g

/-- The coefficients generated from `a0` by the Coulomb recursion. -/
def cuspCoeff (l : ℕ) (mu q E a0 : ℝ) : ℕ → ℝ
  | 0 => a0
  | 1 => mu * q * a0 / (l + 1)
  | k + 2 => (2 * mu * q * cuspCoeff l mu q E a0 (k + 1)
      - 2 * mu * E * cuspCoeff l mu q E a0 k) / ((k + 2) * (k + 2 * l + 3))

/-- Multiplication by `r` shifts the coefficients by one place. -/
lemma coeff_X_mul_eq (g : PowerSeries ℝ) (k : ℕ) : coeff k (X * g) = prevCoeff g k := by
  cases k with
  | zero => exact coeff_zero_X_mul g
  | succ k => exact coeff_succ_X_mul k g

/-- The operator `r d/dr` multiplies the coefficient of `r^n` by `n`. -/
lemma coeff_euler (g : PowerSeries ℝ) (n : ℕ) : coeff n (X * D g) = n * coeff n g := by
  cases n with
  | zero => rw [coeff_zero_X_mul, Nat.cast_zero, zero_mul]
  | succ n =>
    rw [coeff_succ_X_mul, coeff_derivative]
    push_cast
    ring

/-- The reduced equation holds exactly when the coefficients obey
`(k+1)(k+2l+2) a(k+1) = 2 mu q a(k) - 2 mu E a(k-1)`, with `a(-1) = 0`. -/
theorem reducedEq_iff_recursion (l : ℕ) (mu q E : ℝ) (g : PowerSeries ℝ) :
    ReducedEq l mu q E g ↔ ∀ k : ℕ, ((k : ℝ) + 1) * (k + 2 * l + 2) * coeff (k + 1) g
      = 2 * mu * q * coeff k g - 2 * mu * E * prevCoeff g k := by
  unfold ReducedEq
  rw [PowerSeries.ext_iff]
  refine forall_congr' fun k => ?_
  simp only [map_add, map_sub, map_smul, smul_eq_mul, coeff_euler, coeff_derivative]
  simp only [coeff_X_mul_eq]
  constructor <;> intro h <;> linear_combination h

/-- For every constant term `a0` exactly one formal power series solves the reduced
radial equation. -/
theorem existsUnique_reduced (l : ℕ) (mu q E a0 : ℝ) :
    ∃! g : PowerSeries ℝ, coeff 0 g = a0 ∧ ReducedEq l mu q E g := by
  have hex : ReducedEq l mu q E (PowerSeries.mk (cuspCoeff l mu q E a0)) := by
    rw [reducedEq_iff_recursion]
    intro k
    cases k with
    | zero =>
      have hl : (l : ℝ) + 1 ≠ 0 := by positivity
      simp only [coeff_mk, prevCoeff, zero_add, cuspCoeff]
      rw [mul_div_assoc', div_eq_iff hl]
      push_cast
      ring
    | succ k =>
      have hk : ((k : ℝ) + 2) * (k + 2 * l + 3) ≠ 0 := by positivity
      simp only [coeff_mk, prevCoeff, cuspCoeff]
      rw [mul_div_assoc', div_eq_iff hk]
      push_cast
      ring
  refine ⟨_, ⟨by rw [coeff_mk, cuspCoeff], hex⟩, ?_⟩
  rintro g ⟨hg0, hg⟩
  rw [reducedEq_iff_recursion] at hg hex
  ext k
  -- the recursion fixes each coefficient from the earlier ones
  induction k using Nat.strong_induction_on with
  | _ k ih =>
    cases k with
    | zero => rw [hg0, coeff_mk, cuspCoeff]
    | succ k =>
      have hp : prevCoeff g k = prevCoeff (PowerSeries.mk (cuspCoeff l mu q E a0)) k := by
        cases k with
        | zero => rfl
        | succ m => exact ih m (by omega)
      have hne : ((k : ℝ) + 1) * (k + 2 * l + 2) ≠ 0 := by positivity
      apply mul_left_cancel₀ hne
      rw [hg k, hex k, hp, ih k (by omega)]

/-- The second-order coefficient of a solution is fixed by its value at coalescence,
together with `l`, `mu`, `q` and the energy. -/
theorem second_order_coeff (l : ℕ) (mu q E : ℝ) (g : PowerSeries ℝ)
    (h : ReducedEq l mu q E g) :
    coeff 2 g = mu * (mu * q ^ 2 - (l + 1) * E) / ((l + 1) * (2 * l + 3)) * coeff 0 g := by
  rw [reducedEq_iff_recursion] at h
  have h0 : (((0 : ℕ) : ℝ) + 1) * ((0 : ℕ) + 2 * l + 2) * coeff 1 g
      = 2 * mu * q * coeff 0 g - 2 * mu * E * 0 := h 0
  have h1 : (((1 : ℕ) : ℝ) + 1) * ((1 : ℕ) + 2 * l + 2) * coeff 2 g
      = 2 * mu * q * coeff 1 g - 2 * mu * E * coeff 0 g := h 1
  push_cast at h0 h1
  have hne : ((l : ℝ) + 1) * (2 * l + 3) ≠ 0 := by positivity
  rw [div_mul_eq_mul_div, eq_div_iff hne]
  linear_combination ((l : ℝ) + 1) / 2 * h1 + mu * q / 2 * h0

/-- The radial Schrödinger equation, read off coefficient by coefficient. -/
lemma radialEq_iff_coeff (l : ℕ) (mu q E : ℝ) (u : PowerSeries ℝ) :
    RadialEq l mu q E u ↔ ∀ n : ℕ, ((n : ℝ) * (n + 1) - l * (l + 1)) * coeff n u
      = 2 * mu * (q * coeff n (X * u) - E * coeff n (X * (X * u))) := by
  have hX : ∀ v : PowerSeries ℝ, X ^ 2 * v = X * (X * v) := fun v => by ring
  have h2 : ∀ n : ℕ, coeff n (X * (X * D (D u))) = (n : ℝ) * (n - 1) * coeff n u := by
    intro n
    cases n with
    | zero => rw [coeff_zero_X_mul, Nat.cast_zero, zero_mul, zero_mul]
    | succ n =>
      rw [coeff_succ_X_mul, coeff_euler, coeff_derivative]
      push_cast
      ring
  unfold RadialEq
  rw [hX, hX, PowerSeries.ext_iff]
  refine forall_congr' fun n => ?_
  simp only [map_add, map_sub, map_smul, smul_eq_mul, h2, coeff_euler]
  constructor <;> intro h <;> linear_combination h

/-- The function `r^l g` solves the radial Schrödinger equation exactly when `g` solves
the reduced equation. -/
theorem radialEq_pow_mul_iff (l : ℕ) (mu q E : ℝ) (g : PowerSeries ℝ) :
    RadialEq l mu q E (X ^ l * g) ↔ ReducedEq l mu q E g := by
  have hX : ∀ v : PowerSeries ℝ, X * (X ^ l * v) = X ^ l * (X * v) := fun v => by ring
  rw [radialEq_iff_coeff, reducedEq_iff_recursion, hX, hX]
  constructor
  · intro h k
    have hk := h (k + 1 + l)
    rw [coeff_X_pow_mul, coeff_X_pow_mul, coeff_X_pow_mul, coeff_succ_X_mul,
      coeff_succ_X_mul, coeff_X_mul_eq] at hk
    push_cast at hk
    linear_combination hk
  · intro h n
    by_cases hn : n < l
    · have hz : ∀ v : PowerSeries ℝ, coeff n (X ^ l * v) = 0 := fun v =>
        X_pow_dvd_iff.1 (dvd_mul_right _ _) n hn
      rw [hz, hz, hz]
      ring
    · obtain ⟨m, rfl⟩ : ∃ m, n = m + l := ⟨n - l, by omega⟩
      rw [coeff_X_pow_mul, coeff_X_pow_mul, coeff_X_pow_mul]
      cases m with
      | zero =>
        rw [coeff_zero_X_mul, coeff_zero_X_mul]
        push_cast
        ring
      | succ k =>
        rw [coeff_succ_X_mul, coeff_succ_X_mul, coeff_X_mul_eq]
        push_cast
        linear_combination h k

/-- Every power-series solution of the radial Schrödinger equation has the factor `r^l`. -/
theorem radial_factor (l : ℕ) (mu q E : ℝ) (u : PowerSeries ℝ)
    (h : RadialEq l mu q E u) : X ^ l ∣ u := by
  have hshift : ∀ (v : PowerSeries ℝ) (n : ℕ), (∀ m < n, coeff m v = 0) →
      coeff n (X * v) = 0 := by
    intro v n hv
    cases n with
    | zero => exact coeff_zero_X_mul v
    | succ n => rw [coeff_succ_X_mul]; exact hv n (Nat.lt_succ_self n)
  rw [X_pow_dvd_iff]
  intro m
  induction m using Nat.strong_induction_on with
  | _ m ih =>
    intro hm
    have hu : ∀ j < m, coeff j u = 0 := fun j hj => ih j hj (hj.trans hm)
    have h1 := hshift u m hu
    have h2 := hshift (X * u) m fun j hj => hshift u j fun i hi => hu i (hi.trans hj)
    have h3 := (radialEq_iff_coeff l mu q E u).1 h m
    rw [h1, h2] at h3
    -- the indicial factor does not vanish below `l`
    have hlt : (m : ℝ) < l := by exact_mod_cast hm
    have hpos : (0 : ℝ) < (m : ℝ) + l + 1 := by positivity
    have hne : (m : ℝ) * (m + 1) - l * (l + 1) ≠ 0 := by
      apply ne_of_lt
      nlinarith [mul_pos (sub_pos.2 hlt) hpos]
    exact (mul_eq_zero.1 (h3.trans (by ring))).resolve_left hne

/-- For every prescribed coefficient of `r^l`, exactly one formal power series solves the
radial Schrödinger equation. -/
theorem existsUnique_radial (l : ℕ) (mu q E a0 : ℝ) :
    ∃! u : PowerSeries ℝ, coeff l u = a0 ∧ RadialEq l mu q E u := by
  have hc : ∀ v : PowerSeries ℝ, coeff l (X ^ l * v) = coeff 0 v := by
    intro v
    have h := coeff_X_pow_mul v l 0
    rwa [zero_add] at h
  obtain ⟨g, ⟨hg0, hg⟩, huniq⟩ := existsUnique_reduced l mu q E a0
  refine ⟨X ^ l * g, ⟨(hc g).trans hg0, (radialEq_pow_mul_iff l mu q E g).2 hg⟩, ?_⟩
  rintro u ⟨hu0, hu⟩
  obtain ⟨v, rfl⟩ := radial_factor l mu q E u hu
  rw [huniq v ⟨(hc v).symm.trans hu0, (radialEq_pow_mul_iff l mu q E v).1 hu⟩]

end

end CoulombCuspSeries
```

```lean
#print axioms CoulombCuspSeries.second_order_coeff
#print axioms CoulombCuspSeries.existsUnique_radial
```

```
'CoulombCuspSeries.second_order_coeff' depends on axioms: [propext, Classical.choice, Quot.sound]
'CoulombCuspSeries.existsUnique_radial' depends on axioms: [propext, Classical.choice, Quot.sound]
```

## What the Lean statements say about the radial function

A radial function is a `PowerSeries ℝ`, the variable `X` is $r$, `D` is the formal derivative, and `coeff k g` is $a_k$. `ReducedEq` is the equation for $g$, and `RadialEq` is the equation for $u$ after multiplication by $-2\mu r^2$, so neither contains a division by $r$. `prevCoeff g k` is $a_{k-1}$, with the value zero at $k=0$.

- `reducedEq_iff_recursion` states that the reduced equation and the recursion for all $k$ are equivalent.
- `existsUnique_reduced` states that exactly one series has constant term `a0` and solves the reduced equation.
- `second_order_coeff` is the formula for $a_2$.
- `radialEq_pow_mul_iff` states that $r^l g$ solves the radial equation exactly when $g$ solves the reduced one.
- `radial_factor` states that $r^l$ divides every power-series solution $u$.
- `existsUnique_radial` states that exactly one such $u$ has a prescribed coefficient of $r^l$.

The parameters `mu`, `q`, `E` and `a0` are arbitrary reals; the physical reading needs $\mu>0$. The energy is not quantised here, because no condition is imposed at large $r$. Convergence is not addressed, and solutions singular at the origin are excluded by the choice of power series. Kato's cusp condition concerns many-electron wavefunctions at coalescence, whereas these theorems treat a single radial equation with a pure Coulomb potential.

Within that two-body model, the ratio $a_1/a_0$ is independent of the energy, which first enters at second order. The same coefficients can supply starting values near $r=0$ for a numerical integration of this equation.

## How the proof follows the coefficients

`coeff_X_mul_eq` says that multiplication by $r$ shifts coefficients, and `coeff_euler` says that $r\,d/dr$ multiplies the $n$th coefficient by $n$. Applied to $g'$, the latter gives the term $k(k+1)a_{k+1}$. In `reducedEq_iff_recursion`, `PowerSeries.ext_iff` turns the equation into one equation per coefficient, and `linear_combination` does the remaining algebra.

For existence, `cuspCoeff` defines the coefficients by the solved recursion, and `existsUnique_reduced` verifies that they satisfy it. For uniqueness, strong induction assumes that two solutions agree on all earlier coefficients; `mul_left_cancel₀` then cancels the nonzero factor $(k+1)(k+2l+2)$. The proof of `second_order_coeff` combines the cases $k=0$ and $k=1$, as in the elimination of $a_1$ above.

`radialEq_iff_coeff` supplies the equation for $b_n$. In `radialEq_pow_mul_iff`, the index $n=k+1+l$ reproduces the recursion for $g$, while the equations with $n\le l$ hold automatically. `radial_factor` runs the induction below $l$, with `nlinarith` showing that the bracket is negative. Finally, `existsUnique_radial` writes any solution as $r^l$ times a series and applies the uniqueness already proved for $g$.
